# Interplanar force constants of a finite-range harmonic chain from its squared frequencies

Take a chain in which each plane is coupled only to its nearest neighbours, with constant K_1. Its squared angular frequency, multiplied by the mass, is

f(x) = 2 K_1 (1 − cos x),

where x is the phase advance of the wave from one plane to the next. Multiply by cos x and integrate over a period. The term with a single cosine gives zero, and cos² x gives π, so

∫ f(x) cos x dx = −2π K_1, with x from −π to π.

The constant is therefore −1/(2π) times the integral. With couplings up to the P-th neighbour, projecting on cos(nx) selects K_n in the same way.

```lean
import Mathlib

open Real

namespace MonatomicChain

noncomputable section
```

## From the force to f

Number the planes by integers s and let u_s be the displacement of plane s. The constant K_p stands for the harmonic coupling between planes p apart, and may have either sign. The force on plane s is

F_s = Σ_{p=1..P} K_p (u_{s+p} + u_{s−p} − 2u_s).

```lean
/-- The harmonic force on plane `s` of a chain in which planes `p` apart are coupled by the
interplanar constant `K p`, for `p = 1, ..., P`. -/
def force (K : ℕ → ℝ) (P : ℕ) (u : ℤ → ℂ) (s : ℤ) : ℂ :=
  ∑ p ∈ Finset.Icc 1 P, (K p : ℂ) * (u (s + p) + u (s - p) - 2 * u s)
```

The chain is infinite, with identical planes and one displacement component. In Lean, `K : ℕ → ℝ` assigns a number to every natural index, but only the values from 1 to P enter the force. Displacements are complex so that a travelling wave can be written as a single exponential:

u_s = e^{isx}.

```lean
/-- The plane wave whose phase advances by `x` from one plane to the next. -/
def planeWave (x : ℝ) (s : ℤ) : ℂ :=
  Complex.exp (((s : ℂ) * (x : ℂ)) * Complex.I)
```

The function to be inverted is

f(x) = 2 Σ_{p=1..P} K_p (1 − cos(px)).

```lean
/-- The function `f(x) = 2 ∑ K_p (1 - cos (p x))`, summed over `p = 1, ..., P`. -/
def stiffness (K : ℕ → ℝ) (P : ℕ) (x : ℝ) : ℝ :=
  2 * ∑ p ∈ Finset.Icc 1 P, K p * (1 - Real.cos (p * x))
```

Let M be the mass, a the spacing and k the wave number, so that x = ka. For a wave oscillating at angular frequency ω(k), the acceleration is −ω(k)² u_s, and Newton's equation reads

−M ω(k)² u_s = F_s.

A function ω is called a dispersion relation if this holds for every real k and every plane s.

```lean
/-- The function `ω` is a dispersion relation of the chain with mass `M` and spacing `a` if,
for every wave number `k`, the plane wave oscillating at frequency `ω k` obeys Newton's
equation `-M ω² u = force`. -/
def IsDispersion (K : ℕ → ℝ) (P : ℕ) (M a : ℝ) (ω : ℝ → ℝ) : Prop :=
  ∀ (k : ℝ) (s : ℤ), -((M * ω k ^ 2 : ℝ) : ℂ) * planeWave (k * a) s =
    force K P (planeWave (k * a)) s
```

The time dependence has already been separated off in this definition. Since ω is real-valued and enters only through its square, its sign is left free. For M > 0, such an ω can exist only if f is nowhere negative, which means that no plane wave grows exponentially in time.

That f belongs in this equation is derived by inserting the plane wave into the force. The two neighbours at distance p combine to

e^{i(s+p)x} + e^{i(s−p)x} = 2 cos(px) e^{isx},

and hence

F_s = Σ_{p=1..P} K_p (2 cos(px) − 2) e^{isx} = −f(x) e^{isx}.

```lean
/-- A plane wave is an eigenvector of the harmonic force, with eigenvalue `-f(x)`. -/
theorem force_planeWave (K : ℕ → ℝ) (P : ℕ) (x : ℝ) (s : ℤ) :
    force K P (planeWave x) s = -(stiffness K P x : ℂ) * planeWave x s := by
  -- the two neighbours at distance p add up to a cosine
  have key : ∀ p : ℕ, planeWave x (s + p) + planeWave x (s - p) =
      2 * Complex.cos (p * x) * planeWave x s := by
    intro p
    unfold planeWave
    push_cast
    rw [Complex.two_cos, add_mul (Complex.exp _) (Complex.exp _) (Complex.exp _),
      ← Complex.exp_add, ← Complex.exp_add]
    congr 2 <;> ring
  unfold force stiffness
  push_cast
  rw [Finset.mul_sum, ← Finset.sum_neg_distrib, Finset.sum_mul]
  refine Finset.sum_congr rfl (fun p _ => ?_)
  linear_combination (K p : ℂ) * key p
```

The identity for the two neighbours is `key`; the final `linear_combination` multiplies it by K_p in each term of the sum.

Newton's equation now has the factor e^{isx} on both sides. It is never zero, so it cancels:

M ω(k)² = f(ka) for every k.

```lean
/-- A frequency function is a dispersion relation of the chain exactly when
`M ω(k)² = f(k a)` for every wave number `k`. -/
theorem isDispersion_iff (K : ℕ → ℝ) (P : ℕ) (M a : ℝ) (ω : ℝ → ℝ) :
    IsDispersion K P M a ω ↔ ∀ k, M * ω k ^ 2 = stiffness K P (k * a) := by
  constructor
  · intro h k
    have h1 := h k 0
    rw [force_planeWave] at h1
    have h0 : planeWave (k * a) 0 ≠ 0 := Complex.exp_ne_zero _
    exact Complex.ofReal_injective (neg_inj.mp (mul_right_cancel₀ h0 h1))
  · intro h k s
    rw [force_planeWave, h k]
```

The forward direction needs only the plane s = 0. The converse puts the relation back into the equation for all s.

## Cosines over a period

For a nonzero integer k (in this step not a wave number), the antiderivative of cos(kx) is sin(kx)/k, which vanishes at both ends:

∫ cos(kx) dx = [sin(kx)/k] = 0, from −π to π.

```lean
/-- The integral of `cos (k x)` over a full period vanishes for every nonzero integer `k`. -/
theorem integral_cos_int (k : ℤ) (hk : k ≠ 0) :
    ∫ x in (-π)..π, Real.cos (k * x) = 0 := by
  have hk' : (k : ℝ) ≠ 0 := Int.cast_ne_zero.mpr hk
  have hd : ∀ x ∈ Set.uIcc (-π) π,
      HasDerivAt (fun y : ℝ => Real.sin (k * y) / k) (Real.cos (k * x)) x := by
    intro x _
    have h1 : HasDerivAt (fun y : ℝ => (k : ℝ) * y) (k : ℝ) x :=
      ((hasDerivAt_id' x).const_mul (k : ℝ)).congr_deriv (mul_one _)
    exact (h1.sin.div_const (k : ℝ)).congr_deriv (by field_simp)
  have hc : Continuous fun x : ℝ => Real.cos (k * x) := by fun_prop
  rw [intervalIntegral.integral_eq_sub_of_hasDerivAt hd (hc.intervalIntegrable _ _)]
  simp [Real.sin_int_mul_pi]
```

Here `hd` supplies the antiderivative, and `Real.sin_int_mul_pi` evaluates the ends.

For products, use

cos(px) cos(nx) = ½ [cos((p−n)x) + cos((p+n)x)].

Since n ≥ 1, the integer p + n is nonzero and its term integrates to zero. The other term also does so unless p = n, when it is the constant ½ and gives π:

∫ cos(px) cos(nx) dx = π if p = n, and 0 otherwise.

```lean
/-- Orthogonality of the cosines over a full period, for natural `p` and `n` with `n ≥ 1`. -/
theorem integral_cos_mul_cos (p n : ℕ) (hn : 1 ≤ n) :
    ∫ x in (-π)..π, Real.cos (p * x) * Real.cos (n * x) = if p = n then π else 0 := by
  have e : ∀ x : ℝ, Real.cos (p * x) * Real.cos (n * x) =
      (Real.cos ((((p : ℤ) - (n : ℤ) : ℤ) : ℝ) * x) +
        Real.cos ((((p : ℤ) + (n : ℤ) : ℤ) : ℝ) * x)) / 2 := by
    intro x
    push_cast
    rw [sub_mul, add_mul, Real.cos_sub, Real.cos_add]
    ring
  have hc : ∀ k : ℤ, IntervalIntegrable (fun x : ℝ => Real.cos (k * x))
      MeasureTheory.volume (-π) π := by
    intro k
    have h : Continuous fun x : ℝ => Real.cos (k * x) := by fun_prop
    exact h.intervalIntegrable _ _
  simp only [e]
  rw [intervalIntegral.integral_div, intervalIntegral.integral_add (hc _) (hc _),
    integral_cos_int ((p : ℤ) + (n : ℤ)) (by omega)]
  split_ifs with h
  · subst h
    simp
  · rw [integral_cos_int ((p : ℤ) - (n : ℤ)) (by omega)]
    simp
```

The product formula is `e`, and `split_ifs` separates the two cases.

## Projecting out one constant

Multiply f by cos(nx) and expand:

f(x) cos(nx) = Σ_{p=1..P} 2K_p [cos(nx) − cos(px) cos(nx)].

The first cosine integrates to zero because n ≥ 1. The product contributes only for p = n, where the result is 2K_n (0 − π). Thus

∫ f(x) cos(nx) dx = −2π K_n if 1 ≤ n ≤ P, and 0 if n > P.

```lean
/-- For `n ≥ 1`, the projection of `f` on `cos (n x)` is `-2π K_n` if `n` lies within the range
`P` of the forces, and zero beyond it. -/
theorem integral_stiffness_mul_cos (K : ℕ → ℝ) (P : ℕ) {n : ℕ} (hn : 1 ≤ n) :
    ∫ x in (-π)..π, stiffness K P x * Real.cos (n * x) =
      if n ≤ P then -2 * π * K n else 0 := by
  have h0 := integral_cos_int (n : ℤ) (by omega)
  simp only [Int.cast_natCast] at h0
  have e : ∀ x : ℝ, stiffness K P x * Real.cos (n * x) = ∑ p ∈ Finset.Icc 1 P,
      2 * K p * (Real.cos (n * x) - Real.cos (p * x) * Real.cos (n * x)) := by
    intro x
    unfold stiffness
    rw [Finset.mul_sum, Finset.sum_mul]
    exact Finset.sum_congr rfl (fun p _ => by ring)
  have hi : ∀ p ∈ Finset.Icc 1 P, IntervalIntegrable (fun x : ℝ =>
      2 * K p * (Real.cos (n * x) - Real.cos (p * x) * Real.cos (n * x)))
      MeasureTheory.volume (-π) π := by
    intro p _
    exact Continuous.intervalIntegrable (by fun_prop) _ _
  -- each shell contributes only if its cosine matches
  have hp : ∀ p ∈ Finset.Icc 1 P, (∫ x in (-π)..π,
      2 * K p * (Real.cos (n * x) - Real.cos (p * x) * Real.cos (n * x))) =
      if p = n then -2 * π * K p else 0 := by
    intro p _
    have c1 : Continuous fun x : ℝ => Real.cos (n * x) := by fun_prop
    have c2 : Continuous fun x : ℝ => Real.cos (p * x) * Real.cos (n * x) := by fun_prop
    rw [intervalIntegral.integral_const_mul, intervalIntegral.integral_sub
      (c1.intervalIntegrable _ _) (c2.intervalIntegrable _ _), h0, integral_cos_mul_cos p n hn]
    split_ifs <;> ring
  simp only [e]
  rw [intervalIntegral.integral_finsetSum hi, Finset.sum_congr rfl hp, Finset.sum_ite_eq']
  simp only [Finset.mem_Icc, hn, true_and]
```

The term-by-term integral is `hp`, and `Finset.sum_ite_eq'` reduces the sum to the term p = n if n ≤ P, and to zero otherwise. The zero for n > P means that f contains no cosine beyond the range of the forces.

Dividing by −2π gives, for 1 ≤ n ≤ P,

K_n = −(1/(2π)) ∫ f(x) cos(nx) dx.

```lean
/-- For `1 ≤ n ≤ P`, the interplanar constant is recovered from `f` as
`K_n = -(1/2π) ∫ f(x) cos (n x) dx` over `[-π, π]`. -/
theorem forceConstant_eq_integral (K : ℕ → ℝ) {P n : ℕ} (hn : 1 ≤ n) (hP : n ≤ P) :
    K n = -(1 / (2 * π)) * ∫ x in (-π)..π, stiffness K P x * Real.cos (n * x) := by
  rw [integral_stiffness_mul_cos K P hn, if_pos hP]
  have hpi := Real.pi_ne_zero
  field_simp
```

The formula can fail without the hypothesis `hP : n ≤ P`. Take P = 1 and n = 2, with K_1 = 0 and K_2 = 1. Then f is identically zero and the right-hand side is 0, while K_2 = 1: this constant never entered the force.

If two sets of constants K and K′ with the same P give the same f, their integrals agree, so

K_n = K′_n for 1 ≤ n ≤ P.

```lean
/-- Two sets of interplanar constants of range `P` that give the same function `f` agree for
all `1 ≤ n ≤ P`. -/
theorem forceConstant_unique (K K' : ℕ → ℝ) {P n : ℕ} (hn : 1 ≤ n) (hP : n ≤ P)
    (h : stiffness K P = stiffness K' P) : K n = K' n := by
  rw [forceConstant_eq_integral K hn hP, h, ← forceConstant_eq_integral K' hn hP]
```

## Integrating over the Brillouin zone

Substitute x = ka, dx = a dk, and replace f(ka) by M ω(k)². The limits ±π become ±π/a:

K_n = −(Ma/(2π)) ∫ ω(k)² cos(nka) dk, from −π/a to π/a.

```lean
/-- For spacing `a > 0` and `1 ≤ n ≤ P`, a dispersion relation `ω` of the chain gives
`K_n = -(M a/2π) ∫ ω(k)² cos (n k a) dk`, taken from `-π/a` to `π/a`. -/
theorem forceConstant_of_dispersion (K : ℕ → ℝ) {P n : ℕ} (hn : 1 ≤ n) (hP : n ≤ P)
    {M a : ℝ} (ha : 0 < a) {ω : ℝ → ℝ} (h : IsDispersion K P M a ω) :
    K n = -(M * a / (2 * π)) *
      ∫ k in (-(π / a))..(π / a), ω k ^ 2 * Real.cos (n * (k * a)) := by
  have hω := (isDispersion_iff K P M a ω).mp h
  have hb : π / a * a = π := by field_simp
  -- substitute x = k a
  have hs := intervalIntegral.integral_comp_mul_right (a := -(π / a)) (b := π / a)
    (fun x => stiffness K P x * Real.cos (n * x)) ha.ne'
  simp only [neg_mul, hb, smul_eq_mul] at hs
  have hM : M * (∫ k in (-(π / a))..(π / a), ω k ^ 2 * Real.cos (n * (k * a))) =
      ∫ k in (-(π / a))..(π / a), stiffness K P (k * a) * Real.cos (n * (k * a)) := by
    rw [← intervalIntegral.integral_const_mul]
    refine intervalIntegral.integral_congr (fun k _ => ?_)
    show M * (ω k ^ 2 * Real.cos (n * (k * a))) =
      stiffness K P (k * a) * Real.cos (n * (k * a))
    rw [← hω k]
    ring
  have hJ : (∫ x in (-π)..π, stiffness K P x * Real.cos (n * x)) =
      a * (M * ∫ k in (-(π / a))..(π / a), ω k ^ 2 * Real.cos (n * (k * a))) := by
    rw [hM, hs, mul_inv_cancel_left₀ ha.ne']
  rw [forceConstant_eq_integral K hn hP, hJ]
  ring
```

In the proof, `hs` is the change of variable, `hM` the replacement of f, and `hJ` combines them. For a one-branch harmonic chain of finite range, this turns phonon frequencies known throughout the zone into interplanar force constants. It says nothing about frequencies sampled at a few wave numbers or carrying errors, nor about anharmonic forces or crystals with several branches.

The nearest-neighbour chain with constant κ ≥ 0 and mass M > 0 supplies an explicit ω. From the half-angle formula,

f(ka) = 2κ (1 − cos(ka)) = 4κ sin²(ka/2),

so M ω(k)² = f(ka) is satisfied by

ω(k) = 2 √(κ/M) |sin(ka/2)|.

```lean
/-- The chain with nearest-neighbour constant `κ ≥ 0` and mass `M > 0` has the dispersion
relation `ω(k) = 2 √(κ/M) |sin (k a/2)|`. -/
theorem isDispersion_witness {κ M : ℝ} (a : ℝ) (hκ : 0 ≤ κ) (hM : 0 < M) :
    IsDispersion (fun _ => κ) 1 M a
      (fun k => 2 * Real.sqrt (κ / M) * |Real.sin (k * a / 2)|) := by
  rw [isDispersion_iff]
  intro k
  have h1 := Real.cos_two_mul (k * a / 2)
  rw [show 2 * (k * a / 2) = k * a by ring] at h1
  have h2 := Real.sin_sq_add_cos_sq (k * a / 2)
  have hc : Real.cos (k * a) = 1 - 2 * Real.sin (k * a / 2) ^ 2 := by
    linear_combination h1 + 2 * h2
  have hm : M * (κ / M) = κ := by field_simp
  simp only [stiffness, Finset.Icc_self, Finset.sum_singleton, Nat.cast_one, one_mul]
  rw [mul_pow, mul_pow, sq_abs, Real.sq_sqrt (div_nonneg hκ hM.le), hc]
  linear_combination 4 * Real.sin (k * a / 2) ^ 2 * hm

end

end MonatomicChain
```

The constant function `fun _ => κ` serves as K here, since with P = 1 only its value at 1 is used.

```lean
#print axioms MonatomicChain.forceConstant_unique
#print axioms MonatomicChain.forceConstant_of_dispersion
```

```
'MonatomicChain.forceConstant_unique' depends on axioms: [propext, Classical.choice, Quot.sound]
'MonatomicChain.forceConstant_of_dispersion' depends on axioms: [propext, Classical.choice, Quot.sound]
```
